# On a ring with commuting site potentials and nearest-neighbour kinetic terms, all of uniformly bounded norm, the norm of [V,[V,K]] grows at most linearly with the number of sites

When an auxiliary-field simulation moves from a small ring to a larger one, one has to decide whether the imaginary-time step $\delta$ can stay as it is. With the Hamiltonian $K+V$ split symmetrically,

$$e^{-\delta V/2}\,e^{-\delta K}\,e^{-\delta V/2},$$

the leading error in the exponent is $\delta^3$ times a fixed linear combination of $[V,[V,K]]$ and $[K,[K,V]]$. The theorem below bounds the norm of the first of these by a constant times the number of sites $L$, so its contribution per site stays bounded as the ring grows, provided the norms of the local terms stay bounded. It applies to bounded local terms on a finite ring whose site potentials commute with one another, such as the hopping and on-site repulsion of a one-dimensional Hubbard model. It bounds neither $[K,[K,V]]$ nor the full Trotter error.

## Commutators and their norms

```lean
import Mathlib

open Finset

namespace TrotterExtensiveError

noncomputable section
```

The file loads Mathlib, Lean's mathematical library, and opens a namespace for its own definitions.

```lean
/-- The commutator `[a, b] = ab - ba`. -/
def comm {R : Type*} [Ring R] (a b : R) : R := a * b - b * a
```

This is the commutator $[a,b]=ab-ba$ in any ring `R`. The elements stand for operators; no Hilbert space is assumed.

```lean
/-- The commutator with a fixed operator is additive over a sum of terms. -/
theorem comm_sum_right {R β : Type*} [Ring R] [Fintype β] (a : R) (K : β → R) :
    comm a (∑ b, K b) = ∑ b, comm a (K b) := by
  simp only [comm, Finset.mul_sum, Finset.sum_mul, Finset.sum_sub_distrib]
```

For a finite family $K_b$, this reads $[a,\sum_b K_b]=\sum_b[a,K_b]$. The proof multiplies out both products on the left and splits the sum of differences on the right into a difference of two sums.

```lean
/-- A commutator has norm at most twice the product of the norms. -/
theorem norm_comm_le {R : Type*} [NormedRing R] (a b : R) :
    ‖comm a b‖ ≤ 2 * ‖a‖ * ‖b‖ := by
  have h1 := norm_sub_le (a * b) (b * a)
  have h2 := norm_mul_le a b
  have h3 := norm_mul_le b a
  unfold comm
  nlinarith
```

`NormedRing` supplies a norm with $\lVert ab\rVert\le\lVert a\rVert\lVert b\rVert$. By hand,

$$\lVert ab-ba\rVert\le\lVert ab\rVert+\lVert ba\rVert\le 2\lVert a\rVert\lVert b\rVert .$$

The line `h1` is the first inequality, `h2` and `h3` bound the norms of $ab$ and $ba$, and `nlinarith` combines the three. Since every element has a finite norm, unbounded operators such as $p^2$ on the full line are not covered.

## Distant sites drop out of both commutators

```lean
/-- If `k` commutes with every site term outside `S`, only the site terms in `S` contribute
to its commutator with the total potential. -/
theorem comm_sum_local {R σ : Type*} [Ring R] [Fintype σ] (V : σ → R) (k : R)
    (S : Finset σ) (h : ∀ j, j ∉ S → Commute (V j) k) :
    comm (∑ j, V j) k = comm (∑ j ∈ S, V j) k := by
  have key : ∀ T : Finset σ, comm (∑ j ∈ T, V j) k = ∑ j ∈ T, comm (V j) k := by
    intro T
    simp only [comm, Finset.mul_sum, Finset.sum_mul, Finset.sum_sub_distrib]
  rw [key Finset.univ, key S]
  symm
  apply Finset.sum_subset (Finset.subset_univ S)
  intro j _ hj
  rw [comm, (h j hj).eq, sub_self]
```

Here `S` is a finite set of sites, and `k` commutes with $V_j$ whenever $j\notin S$. Then

$$\Big[\sum_j V_j,\,k\Big]=\sum_j[V_j,k]=\sum_{j\in S}[V_j,k]=\Big[\sum_{j\in S}V_j,\,k\Big].$$

The local statement `key` gives the first and last equalities.

The middle equality comes from `Finset.sum_subset`, the Mathlib lemma on which the locality argument turns. It says that a sum over a smaller set equals the sum over a larger one if every extra term is zero. Lean therefore asks for two things: that `S` lies inside the set of all sites, and that $[V_j,k]=0$ for each $j\notin S$. The lemma puts the smaller sum on the left, so `symm` first turns the equation round. The last line uses $V_jk=kV_j$ to reduce the commutator to $kV_j-kV_j=0$.

```lean
/-- For mutually commuting site terms, the double commutator of the total potential with a
local term `k` involves only the site terms in `S`. -/
theorem double_comm_local {R σ : Type*} [Ring R] [Fintype σ] (V : σ → R) (k : R)
    (S : Finset σ) (hVV : ∀ i j, Commute (V i) (V j))
    (h : ∀ j, j ∉ S → Commute (V j) k) :
    comm (∑ j, V j) (comm (∑ j, V j) k)
      = comm (∑ j ∈ S, V j) (comm (∑ j ∈ S, V j) k) := by
  rw [comm_sum_local V k S h]
  -- a distant site term also commutes with the inner commutator
  refine comm_sum_local V _ S fun j hj => ?_
  have hW : Commute (V j) (∑ i ∈ S, V i) :=
    Commute.sum_right S _ _ (fun i _ => hVV j i)
  exact (hW.mul_right (h j hj)).sub_right ((h j hj).mul_right hW)
```

Write $V=\sum_jV_j$ and $W=\sum_{j\in S}V_j$. The previous lemma gives $[V,k]=[W,k]$. For the outer commutator, take $j\notin S$. Then $V_j$ commutes with $k$ by assumption, and with $W$ because all site terms commute. Hence it commutes with $Wk$ and $kW$, and so with $[W,k]$. The previous lemma applies again, with $[W,k]$ in the role of $k$:

$$[V,[V,k]]=[W,[W,k]].$$

In the Lean proof, `hW` is the commutation with $W$; `mul_right` and `sub_right` extend it to products and differences.

## From one kinetic term to the whole ring

```lean
/-- Let the site terms commute with one another and have norm at most `u`, and let each kinetic term
have norm at most `t` and commute with all site terms outside a set of at most `z` sites. Then the
norm of the double commutator `[V,[V,K]]` is at most the number of kinetic terms times `4 z² t u²`.
-/
theorem norm_double_comm_le {R β σ : Type*} [NormedRing R] [Fintype β] [Fintype σ]
    (K : β → R) (V : σ → R) (S : β → Finset σ) (z : ℕ) (t u : ℝ)
    (hz : ∀ b, (S b).card ≤ z) (hu : 0 ≤ u)
    (hK : ∀ b, ‖K b‖ ≤ t) (hV : ∀ j, ‖V j‖ ≤ u)
    (hVV : ∀ i j, Commute (V i) (V j))
    (hKV : ∀ b j, j ∉ S b → Commute (V j) (K b)) :
    ‖comm (∑ j, V j) (comm (∑ j, V j) (∑ b, K b))‖
      ≤ (Fintype.card β : ℝ) * (4 * (z : ℝ) ^ 2 * t * u ^ 2) := by
  -- each kinetic term contributes a bounded amount
  have hloc : ∀ b, ‖comm (∑ j, V j) (comm (∑ j, V j) (K b))‖
      ≤ 4 * (z : ℝ) ^ 2 * t * u ^ 2 := by
    intro b
    rw [double_comm_local V (K b) (S b) hVV (hKV b)]
    have hW : ‖∑ j ∈ S b, V j‖ ≤ (z : ℝ) * u := by
      calc ‖∑ j ∈ S b, V j‖ ≤ ∑ j ∈ S b, ‖V j‖ := norm_sum_le _ _
        _ ≤ ∑ _j ∈ S b, u := Finset.sum_le_sum fun j _ => hV j
        _ = ((S b).card : ℝ) * u := by rw [Finset.sum_const, nsmul_eq_mul]
        _ ≤ (z : ℝ) * u :=
          mul_le_mul_of_nonneg_right (by exact_mod_cast hz b) hu
    have hk := hK b
    generalize (∑ j ∈ S b, V j) = W at hW ⊢
    calc ‖comm W (comm W (K b))‖ ≤ 2 * ‖W‖ * ‖comm W (K b)‖ := norm_comm_le _ _
      _ ≤ 2 * ‖W‖ * (2 * ‖W‖ * ‖K b‖) :=
        mul_le_mul_of_nonneg_left (norm_comm_le _ _) (by positivity)
      _ ≤ 2 * (z * u) * (2 * (z * u) * t) := by gcongr
      _ = 4 * (z : ℝ) ^ 2 * t * u ^ 2 := by ring
  rw [comm_sum_right, comm_sum_right]
  refine (norm_sum_le _ _).trans ((Finset.sum_le_sum fun b _ => hloc b).trans ?_)
  rw [Finset.sum_const, nsmul_eq_mul, Finset.card_univ]
```

The types `β` and `σ` label the kinetic terms and the sites. Term $K_b$ commutes with every site term outside $S_b$, a set of at most $z$ sites. The real numbers $t$ and $u$ bound the norms of the kinetic and site terms; $t$ is not in general a hopping amplitude.

Set $W_b=\sum_{j\in S_b}V_j$. The triangle inequality gives $\lVert W_b\rVert\le zu$, and two uses of the commutator bound give

$$\lVert[W_b,[W_b,K_b]]\rVert\le 2\lVert W_b\rVert\cdot 2\lVert W_b\rVert\,\lVert K_b\rVert\le 4z^2tu^2 .$$

By the preceding lemma this is also a bound on $[V,[V,K_b]]$. Summing over $b$ multiplies it by the number of kinetic terms.

In the proof, `hloc` is the bound for one term and `hW` is the estimate of $\lVert W_b\rVert$. The tactic `gcongr` replaces each factor in a product by its upper bound. The closing lines sum over $b$.

```lean
/-- On a ring of `L` sites with nearest-neighbour kinetic terms of norm at most `t` and commuting
site potentials of norm at most `u`, the double commutator `[V,[V,K]]` has norm at most `16 L t u²`.
-/
theorem ring_double_comm_extensive {R : Type*} [NormedRing R] {L : ℕ} [NeZero L]
    (K V : ZMod L → R) (t u : ℝ) (hK : ∀ i, ‖K i‖ ≤ t) (hV : ∀ i, ‖V i‖ ≤ u)
    (hVV : ∀ i j, Commute (V i) (V j))
    (hKV : ∀ i j, j ≠ i → j ≠ i + 1 → Commute (K i) (V j)) :
    ‖comm (∑ i, V i) (comm (∑ i, V i) (∑ i, K i))‖ ≤ 16 * L * t * u ^ 2 := by
  have h := norm_double_comm_le K V (fun i => {i, i + 1}) 2 t u
    (fun i => Finset.card_le_two) ((norm_nonneg _).trans (hV 0)) hK hV hVV
    (by
      intro i j hj
      simp only [Finset.mem_insert, Finset.mem_singleton, not_or] at hj
      exact (hKV i j hj.1 hj.2).symm)
  refine h.trans (le_of_eq ?_)
  rw [ZMod.card]
  push_cast
  ring
```

The sites are now `ZMod L`, the integers modulo $L$, so $i+1$ wraps round at the end of the ring. `NeZero L` says $L\ne0$. The hypotheses `hK` and `hV` are the norm bounds, `hVV` says that the site potentials commute, and `hKV` says that $K_i$ commutes with $V_j$ unless $j$ is $i$ or $i+1$. The kinetic terms need not commute with one another. The conclusion is

$$\lVert[V,[V,K]]\rVert\le16Ltu^2,\qquad K=\sum_iK_i .$$

By hand, put $S_i=\{i,i+1\}$ and $z=2$ in the general bound: each of the $L$ kinetic terms contributes at most $4\cdot2^2tu^2=16tu^2$. The bound holds for $L=1$ too, where the two sites coincide and `Finset.card_le_two` still applies.

The same argument, continued by hand, bounds the $n$-fold nested commutator $[V,[V,\dots,[V,K]\dots]]$ by $L\,(4u)^n\,t$. Each further commutator sees only the two nearby sites and costs a factor $2\cdot2u$. The case $n=1$, namely $4Ltu$, concerns the leading error of the unsymmetric splitting $e^{-\delta V}e^{-\delta K}$.

## A spin ring with norm exactly 16L

```lean
/-- Configurations of Ising spins on a ring of `L` sites; `true` is spin up. -/
abbrev Config (L : ℕ) := ZMod L → Bool
```

A configuration $s$ assigns up or down to every site.

```lean
/-- Real functions of the spin configuration. -/
abbrev Obs (L : ℕ) := Config L → ℝ
```

An element of `Obs L` is a real function $f(s)$. Its norm is the largest value of $|f(s)|$.

```lean
/-- The value `+1` or `-1` of an Ising spin. -/
def sgn (b : Bool) : ℝ := if b then 1 else -1
```

The function `sgn` turns up into $+1$ and down into $-1$.

```lean
/-- The configuration with the spins at `i` and `i + 1` reversed. -/
def pairFlip {L : ℕ} (i : ZMod L) (s : Config L) : Config L :=
  fun j => if j = i ∨ j = i + 1 then !(s j) else s j
```

Write $s^{(i)}$ for the configuration `pairFlip i s`, in which the spins at $i$ and $i+1$ are reversed.

```lean
/-- The sum of all spins of a configuration. -/
def magnetization {L : ℕ} [NeZero L] (s : Config L) : ℝ := ∑ j, sgn (s j)
```

The magnetization is $M(s)=\sum_j\operatorname{sgn}(s_j)$, a sum and not an average.

```lean
/-- The site potential: multiplication by the spin at site `i`. -/
def spinV {L : ℕ} [NeZero L] (i : ZMod L) : Obs L →L[ℝ] Obs L :=
  LinearMap.mkContinuous
    { toFun := fun f s => sgn (s i) * f s
      map_add' := fun f g => by
        funext s
        simp only [Pi.add_apply]
        ring
      map_smul' := fun c f => by
        funext s
        simp only [Pi.smul_apply, smul_eq_mul, RingHom.id_apply]
        ring } 1
    (fun f => by
      rw [one_mul]
      refine (pi_norm_le_iff_of_nonneg (norm_nonneg f)).2 fun s => ?_
      show ‖sgn (s i) * f s‖ ≤ ‖f‖
      have h : ‖sgn (s i)‖ = 1 := by cases s i <;> simp [sgn]
      rw [norm_mul, h, one_mul]
      exact norm_le_pi_norm f s)
```

The arrow `→L[ℝ]` denotes continuous real-linear operators, with the operator norm induced by the maximum norm on functions. The site potential acts by $(V_if)(s)=\operatorname{sgn}(s_i)f(s)$. The first part of the definition checks linearity; the second checks that the operator does not increase the norm, since $|\operatorname{sgn}(s_i)|=1$.

```lean
/-- The kinetic term: the spins at `i` and `i + 1` are flipped together. -/
def spinK {L : ℕ} [NeZero L] (i : ZMod L) : Obs L →L[ℝ] Obs L :=
  LinearMap.mkContinuous
    { toFun := fun f s => f (pairFlip i s)
      map_add' := fun _ _ => rfl
      map_smul' := fun _ _ => rfl } 1
    (fun f => by
      rw [one_mul]
      exact (pi_norm_le_iff_of_nonneg (norm_nonneg f)).2 fun s =>
        norm_le_pi_norm f (pairFlip i s))
```

The kinetic term acts by $(K_if)(s)=f(s^{(i)})$. It only rearranges the values of $f$, so it does not increase the norm either.

```lean
/-- The spin-flip ring meets the norm bounds with `t = u = 1` and all the commutation
relations required of the kinetic and potential terms. -/
theorem spinRing_witness (L : ℕ) [NeZero L] :
    (∀ i : ZMod L, ‖spinK i‖ ≤ 1) ∧ (∀ i : ZMod L, ‖spinV i‖ ≤ 1) ∧
    (∀ i j : ZMod L, Commute (spinV i) (spinV j)) ∧
    (∀ i j : ZMod L, j ≠ i → j ≠ i + 1 → Commute (spinK i) (spinV j)) := by
  refine ⟨fun i => LinearMap.mkContinuous_norm_le _ zero_le_one _,
    fun i => LinearMap.mkContinuous_norm_le _ zero_le_one _, fun i j => ?_,
    fun i j h1 h2 => ?_⟩
  · refine (commute_iff_eq _ _).2 (ContinuousLinearMap.ext fun f => funext fun s => ?_)
    show sgn (s i) * (sgn (s j) * f s) = sgn (s j) * (sgn (s i) * f s)
    ring
  · refine (commute_iff_eq _ _).2 (ContinuousLinearMap.ext fun f => funext fun s => ?_)
    show sgn (pairFlip i s j) * f (pairFlip i s) = sgn (s j) * f (pairFlip i s)
    have h : pairFlip i s j = s j := by simp [pairFlip, h1, h2]
    rw [h]
```

These operators satisfy the hypotheses of the ring theorem with $t=u=1$. Two multiplications by spins commute. If $j$ is neither $i$ nor $i+1$, the pair flip leaves spin $j$ unchanged, so $K_i$ and $V_j$ commute. The `show` lines write out these equations at a single configuration.

```lean
/-- The double commutator with one pair flip multiplies it by the squared change of the
magnetization. -/
theorem double_comm_spin {L : ℕ} [NeZero L] (i : ZMod L) (f : Obs L) (s : Config L) :
    comm (∑ j, spinV j) (comm (∑ j, spinV j) (spinK i)) f s
      = (magnetization s - magnetization (pairFlip i s)) ^ 2 * f (pairFlip i s) := by
  have hc : ∀ (A B : Obs L →L[ℝ] Obs L) (g : Obs L) (r : Config L),
      comm A B g r = A (B g) r - B (A g) r := fun _ _ _ _ => rfl
  have hM : ∀ (g : Obs L) (r : Config L),
      (∑ j, spinV j : Obs L →L[ℝ] Obs L) g r = magnetization r * g r := by
    intro g r
    rw [_root_.sum_apply, Finset.sum_apply, magnetization, Finset.sum_mul]
    rfl
  have hF : ∀ (g : Obs L) (r : Config L), spinK i g r = g (pairFlip i r) :=
    fun _ _ => rfl
  simp only [hc, hM, hF]
  ring
```

The total potential $V$ multiplies by $M(s)$. Expanding $[V,[V,K_i]]=V^2K_i-2VK_iV+K_iV^2$ and applying it to $f$ at $s$ gives

$$\big(M(s)^2-2M(s)M(s^{(i)})+M(s^{(i)})^2\big)f(s^{(i)})=\big(M(s)-M(s^{(i)})\big)^2f(s^{(i)}).$$

The facts `hc`, `hM` and `hF` describe how the commutator, the potential and the flip act; `ring` completes the square.

```lean
/-- Flipping two neighbouring spins of the all-up state lowers the magnetization by four. -/
theorem magnetization_jump {L : ℕ} [NeZero L] (hL : 2 ≤ L) (i : ZMod L) :
    magnetization (fun _ : ZMod L => true)
      - magnetization (pairFlip i (fun _ => true)) = 4 := by
  have : Fact (1 < L) := ⟨hL⟩
  have hne : i ≠ i + 1 := by
    intro h
    have h0 : (1 : ZMod L) = 0 := by linear_combination -h
    exact one_ne_zero h0
  have hj : ∀ j : ZMod L, sgn true - sgn (pairFlip i (fun _ => true) j)
      = (if j = i then (2 : ℝ) else 0) + (if j = i + 1 then (2 : ℝ) else 0) := by
    intro j
    by_cases h1 : j = i
    · norm_num [pairFlip, sgn, h1, hne]
    · by_cases h2 : j = i + 1
      · norm_num [pairFlip, sgn, h2, hne.symm]
      · norm_num [pairFlip, sgn, h1, h2]
  unfold magnetization
  rw [← Finset.sum_sub_distrib]
  refine (Finset.sum_congr rfl fun j _ => hj j).trans ?_
  norm_num [Finset.sum_add_distrib]
```

Start with all spins up and $L\ge2$. Then $i$ and $i+1$ are different sites, and reversing each spin lowers $M$ by 2, so the total change is 4. The proof first shows that the sites differ (`hne`), then finds the change at each site (`hj`) and sums. For $L=1$ only one spin would flip, and the change would be 2.

```lean
/-- For every `L ≥ 2` the spin-flip ring attains the bound: its double commutator has norm
exactly `16 L`. -/
theorem spinRing_saturates {L : ℕ} [NeZero L] (hL : 2 ≤ L) :
    ‖comm (∑ i : ZMod L, spinV i) (comm (∑ i, spinV i) (∑ i, spinK i))‖ = 16 * L := by
  obtain ⟨hK, hV, hVV, hKV⟩ := spinRing_witness L
  apply le_antisymm
  · have h := ring_double_comm_extensive spinK spinV 1 1 hK hV hVV hKV
    simpa using h
  · -- test the operator on the constant function, at the all-up configuration
    have key : ∀ D : Obs L →L[ℝ] Obs L, D (fun _ => 1) (fun _ => true) ≤ ‖D‖ := by
      intro D
      have hf : ‖(fun _ => 1 : Obs L)‖ ≤ 1 :=
        (pi_norm_le_iff_of_nonneg zero_le_one).2 fun _ => by simp
      calc D (fun _ => 1) (fun _ => true)
          ≤ ‖D (fun _ => 1) (fun _ => true)‖ := Real.le_norm_self _
        _ ≤ ‖D (fun _ => 1)‖ := norm_le_pi_norm (D (fun _ => 1)) _
        _ ≤ ‖D‖ * ‖(fun _ => 1 : Obs L)‖ := D.le_opNorm _
        _ ≤ ‖D‖ * 1 := mul_le_mul_of_nonneg_left hf (norm_nonneg _)
        _ = ‖D‖ := mul_one _
    refine le_trans (le_of_eq ?_) (key _)
    have each : ∀ i : ZMod L, comm (∑ j, spinV j) (comm (∑ j, spinV j) (spinK i))
        (fun _ => 1) (fun _ => true) = 16 := by
      intro i
      rw [double_comm_spin, magnetization_jump hL i]
      norm_num
    rw [comm_sum_right, comm_sum_right, _root_.sum_apply, Finset.sum_apply,
      Finset.sum_congr rfl fun i _ => each i, Finset.sum_const, nsmul_eq_mul,
      Finset.card_univ, ZMod.card]
    ring

end

end TrotterExtensiveError
```

The ring theorem gives the upper bound $16L$. For the lower bound, let $D=[V,[V,K]]$ and apply it to the constant function $f=1$, whose norm is 1. At the all-up configuration each kinetic term contributes $4^2=16$, so

$$16L=(Df)(\text{all up})\le\lVert Df\rVert\le\lVert D\rVert .$$

The statement `key` is this inequality for a general operator, and `each` is the contribution of one kinetic term.

For every $L\ge2$, then, the coefficient 16 is the smallest that works for all normed rings. The example uses the operator norm induced by the maximum norm on functions; nothing is proved here about the best coefficient for the usual operator norm on a Hilbert space.

```lean
#print axioms TrotterExtensiveError.ring_double_comm_extensive
#print axioms TrotterExtensiveError.spinRing_saturates
```

```
'TrotterExtensiveError.ring_double_comm_extensive' depends on axioms: [propext, Classical.choice, Quot.sound]
'TrotterExtensiveError.spinRing_saturates' depends on axioms: [propext, Classical.choice, Quot.sound]
```
